# The tanh kink has positive second variation for every nonzero $C^1$ perturbation of compact support

Let $v(x)$ be an order parameter that varies across a flat interface between two coexisting phases, with $v=-1$ in one bulk phase and $v=+1$ in the other. Its free energy density is

$$\frac{k}{2}v'^2+\frac{a}{4}(1-v^2)^2,\qquad a,k>0 .$$

The constant $k$ is the energetic cost of a gradient (often written $\kappa$; it is neither a wave number nor Boltzmann's constant). The constant $a$ sets the barrier between the phases, whose height is $a/4$ at $v=0$. The interface profile is the kink

$$u(x)=\tanh(wx),\qquad w=\sqrt{\frac{a}{2k}},$$

so $1/w$ is the length over which the order parameter changes. The question is whether a localised disturbance $p$ of this profile can lower the energy to second order. The quantity that decides it is the second variation

$$Q[p]=\int_{-\infty}^{\infty}\left(kp'^2+a(3u^2-1)p^2\right)dx .$$

The claim is that $Q[p]\ge 0$ for every continuously differentiable $p$ of compact support, with equality only for $p=0$. This is not obvious from the integrand, because $3u^2-1$ is negative in the middle of the interface.

## Writing the second variation as a square

The kink satisfies $u'=w(1-u^2)$, and the definition of $w$ gives $kw^2=a/2$. Expand the square

$$k(p'+2wup)^2=kp'^2+4kw\,upp'+4kw^2u^2p^2$$

and subtract the derivative

$$(2kw\,up^2)'=2kw^2(1-u^2)p^2+4kw\,upp' .$$

The cross terms cancel, which leaves

$$kp'^2+2kw^2(3u^2-1)p^2=kp'^2+a(3u^2-1)p^2 .$$

The subtracted derivative integrates to zero because $p$ has compact support. Therefore

$$Q[p]=k\int(p'+2wup)^2\,dx\ge 0 .$$

If $Q[p]=0$, the continuous, nonnegative integrand vanishes everywhere, so $p'=-2wup$. Then

$$\left(p\cosh^2(wx)\right)'=\cosh^2(wx)\,\left(p'+2w\tanh(wx)\,p\right)=0 .$$

Thus $p\cosh^2(wx)$ is constant. It is zero outside the support of $p$, hence zero everywhere, and $p=0$.

## The energy of a perturbed kink

Insert $u+\varepsilon p$ into the energy density and subtract the density of $u$. The gradient part contributes $\varepsilon ku'p'+\tfrac12\varepsilon^2kp'^2$, and the double well contributes

$$-\varepsilon a\,u(1-u^2)p+\frac{\varepsilon^2a}{2}(3u^2-1)p^2+\varepsilon^3a\,up^3+\frac{\varepsilon^4a}{4}p^4 .$$

Differentiating $u'$ gives $u''=-2w^2u(1-u^2)$, so $ku''=-au(1-u^2)$, which is the equilibrium equation. The linear terms therefore combine to $\varepsilon k(u'p)'$ and integrate to zero. The energy difference is

$$\Delta E(\varepsilon)=\frac{\varepsilon^2}{2}Q[p]+\varepsilon^3a\int up^3\,dx+\frac{\varepsilon^4a}{4}\int p^4\,dx .$$

For $p\ne0$, $\Delta E/\varepsilon^2$ tends to $Q[p]/2>0$ as $\varepsilon\to0$. Every sufficiently small nonzero amplitude thus raises the energy, where the meaning of "sufficiently small" may depend on $p$.

## Translation and the role of compact support

Differentiating the equilibrium equation once more gives $ku'''=a(3u^2-1)u'$. The slope $u'$ is the first-order change of the profile when the interface is shifted, and a shift costs no energy.

This gives a counter-example to strict positivity when compact support is weakened to smoothness with exponential decay. Take $p=1-u^2=u'/w$. Then $p'=-2wup$, the square vanishes, and the boundary term $2kw\,up^2$ tends to zero at both ends, so $Q[p]=0$ although $p\ne0$. This evaluation is ordinary calculus; the code below establishes only the differential equation for $u'$.

## The profile and energies in Lean

```lean
import Mathlib

open MeasureTheory Filter Topology

namespace KinkStability

noncomputable section
```

The number $w$ is called `invWidth a k`, and $u$ is `kink a k`.

```lean
/-- The inverse width `√(a/(2k))` of the interface, for `a ≥ 0` and `k > 0`. -/
def invWidth (a k : ℝ) : ℝ := √(a / (2 * k))

/-- The kink profile `tanh (x √(a/(2k)))`, for `a ≥ 0` and `k > 0`. -/
def kink (a k x : ℝ) : ℝ := Real.tanh (x * invWidth a k)
```

The energy density takes an arbitrary profile `v`, with `deriv v x` for $v'(x)$.

```lean
/-- The free energy density `(k/2) v'² + (a/4) (1 - v²)²` of a profile `v`. -/
def energyDensity (a k : ℝ) (v : ℝ → ℝ) (x : ℝ) : ℝ :=
  k / 2 * deriv v x ^ 2 + a / 4 * (1 - v x ^ 2) ^ 2
```

`excessEnergy a k p ε` is $\Delta E(\varepsilon)$. The subtraction is made inside the integral, as in the derivation above.

```lean
/-- The energy of the perturbed kink `u + ε p` relative to that of the kink `u`. -/
def excessEnergy (a k : ℝ) (p : ℝ → ℝ) (ε : ℝ) : ℝ :=
  ∫ x, (energyDensity a k (fun y => kink a k y + ε * p y) x - energyDensity a k (kink a k) x)
```

`secondVariation a k p` is $Q[p]$.

```lean
/-- The quadratic form `∫ k p'² + a (3u² - 1) p²` at the kink `u`. -/
def secondVariation (a k : ℝ) (p : ℝ → ℝ) : ℝ :=
  ∫ x, (k * deriv p x ^ 2 + a * (3 * kink a k x ^ 2 - 1) * p x ^ 2)
```

## Derivatives and integrability

The first two lemmas give $kw^2=a/2$ and the derivative of a square.

```lean
private lemma invWidth_sq {a k : ℝ} (ha : 0 < a) (hk : 0 < k) :
    k * invWidth a k ^ 2 = a / 2 := by
  have h : invWidth a k ^ 2 = a / (2 * k) := Real.sq_sqrt (by positivity)
  rw [h, mul_div_assoc', div_eq_div_iff (by positivity) (by norm_num)]
  ring

private lemma hasDerivAt_sq {f : ℝ → ℝ} {f' x : ℝ} (h : HasDerivAt f f' x) :
    HasDerivAt (fun y => f y ^ 2) (2 * f x * f') x := by
  have e : (fun y => f y ^ 2) = fun y => f y * f y := by funext y; ring
  rw [e]
  exact (h.fun_mul h).congr_deriv (by ring)
```

The next lemma supplies integrability: if $p$ has compact support, a continuous function that vanishes wherever $p$ and $p'$ both vanish has compact support too and is therefore integrable. Lean assigns the value zero to the integral of a non-integrable function, so this has to be checked before integrals are split.

```lean
private lemma integrable_of_vanish {p g : ℝ → ℝ} (hp : HasCompactSupport p)
    (hg : Continuous g) (h : ∀ x, p x = 0 → deriv p x = 0 → g x = 0) : Integrable g := by
  refine hg.integrable_of_hasCompactSupport (HasCompactSupport.intro hp.isCompact ?_)
  intro x hx
  refine h x (image_eq_zero_of_notMem_tsupport hx) ?_
  by_contra h'
  exact hx (support_deriv_subset h')
```

The slope $u'=w(1-u^2)$ comes from the quotient rule for $\sinh/\cosh$.

```lean
/-- The slope of the kink is `u' = √(a/(2k)) (1 - u²)`. -/
theorem hasDerivAt_kink (a k x : ℝ) :
    HasDerivAt (kink a k) (invWidth a k * (1 - kink a k x ^ 2)) x := by
  have hc := (Real.cosh_pos (x * invWidth a k)).ne'
  have hx : HasDerivAt (fun y => y * invWidth a k) (invWidth a k) x := hasDerivAt_mul_const _
  have e : kink a k = fun y =>
      Real.sinh (y * invWidth a k) / Real.cosh (y * invWidth a k) := by
    funext y
    simp only [kink, Real.tanh_eq_sinh_div_cosh]
  rw [e]
  refine (hx.sinh.fun_div hx.cosh hc).congr_deriv ?_
  have h : (Real.sinh (x * invWidth a k) / Real.cosh (x * invWidth a k)) ^ 2
      * Real.cosh (x * invWidth a k) ^ 2 = Real.sinh (x * invWidth a k) ^ 2 := by
    rw [← mul_pow, div_mul_cancel₀ _ hc]
  rw [div_eq_iff (pow_ne_zero 2 hc)]
  linear_combination invWidth a k * h
```

Continuity of $u$ and the formula for $u''$ follow.

```lean
private lemma continuous_kink (a k : ℝ) : Continuous (kink a k) :=
  continuous_iff_continuousAt.2 fun x => (hasDerivAt_kink a k x).continuousAt

private lemma hasDerivAt_slope (a k x : ℝ) :
    HasDerivAt (fun y => invWidth a k * (1 - kink a k y ^ 2))
      (-2 * invWidth a k ^ 2 * (kink a k x * (1 - kink a k x ^ 2))) x :=
  (((hasDerivAt_sq (hasDerivAt_kink a k x)).const_sub 1).const_mul _).congr_deriv (by ring)
```

`translation_mode` is the equation $ku'''=a(3u^2-1)u'$. The equalities `d1`, `d2` and `d3` compute the three derivatives in turn, and the last step uses $kw^2=a/2$.

```lean
/-- For `a, k > 0` the slope `s = u'` of the kink `u` solves the linearised equilibrium equation
`k s'' = a (3u² - 1) s`. -/
theorem translation_mode {a k : ℝ} (ha : 0 < a) (hk : 0 < k) (x : ℝ) :
    k * deriv (deriv (deriv (kink a k))) x
      = a * (3 * kink a k x ^ 2 - 1) * deriv (kink a k) x := by
  have d1 : deriv (kink a k) = fun y => invWidth a k * (1 - kink a k y ^ 2) :=
    funext fun y => (hasDerivAt_kink a k y).deriv
  have d2 : deriv (fun y => invWidth a k * (1 - kink a k y ^ 2)) =
      fun y => -2 * invWidth a k ^ 2 * (kink a k y * (1 - kink a k y ^ 2)) :=
    funext fun y => (hasDerivAt_slope a k y).deriv
  have hu := hasDerivAt_kink a k x
  have d3 := ((hu.fun_mul ((hasDerivAt_sq hu).const_sub 1)).const_mul
    (-2 * invWidth a k ^ 2)).deriv
  rw [d1, d2, d3]
  linear_combination (2 * (3 * kink a k x ^ 2 - 1) * (invWidth a k * (1 - kink a k x ^ 2)))
    * invWidth_sq ha hk
```

## The square and strict positivity

In the theorems that follow, `ContDiff ℝ 1 p` says that $p$ is continuously differentiable, and `HasCompactSupport p` says that it vanishes outside a bounded region.

In the proof of the square formula, `h1` concerns the square, `h2` the derivative $(2kw\,up^2)'$ and `h3` the function $2kw\,up^2$ itself. The equation `hb` says that the derivative integrates to zero. The final `linear_combination` is the pointwise identity found above.

```lean
/-- For `a, k > 0` and a continuously differentiable, compactly supported `p`, the second
variation is the perfect square `k ∫ (p' + 2 √(a/(2k)) u p)²`. -/
theorem secondVariation_eq_square {a k : ℝ} (ha : 0 < a) (hk : 0 < k) {p : ℝ → ℝ}
    (hp : ContDiff ℝ 1 p) (hs : HasCompactSupport p) :
    secondVariation a k p
      = k * ∫ x, (deriv p x + 2 * invWidth a k * kink a k x * p x) ^ 2 := by
  obtain ⟨hd, hc⟩ := contDiff_one_iff_deriv.mp hp
  have hpc := hd.continuous
  have hu := continuous_kink a k
  have h1 : Integrable (fun x =>
      k * (deriv p x + 2 * invWidth a k * kink a k x * p x) ^ 2) :=
    integrable_of_vanish hs (by fun_prop) fun x h h' => by simp [h, h']
  have h2 : Integrable (fun x => 2 * k * invWidth a k *
      (invWidth a k * (1 - kink a k x ^ 2) * p x ^ 2 + kink a k x * (2 * p x * deriv p x))) :=
    integrable_of_vanish hs (by fun_prop) fun x h h' => by simp [h]
  have h3 : Integrable (fun x => 2 * k * invWidth a k * (kink a k x * p x ^ 2)) :=
    integrable_of_vanish hs (by fun_prop) fun x h h' => by simp [h]
  -- the derivative of `2 k √(a/(2k)) u p²` integrates to zero
  have hb := integral_eq_zero_of_hasDerivAt_of_integrable (fun x =>
    ((hasDerivAt_kink a k x).fun_mul (hasDerivAt_sq (hd x).hasDerivAt)).const_mul
      (2 * k * invWidth a k)) h2 h3
  have hsplit := integral_sub h1 h2
  rw [hb, sub_zero, integral_const_mul] at hsplit
  rw [← hsplit, secondVariation]
  congr 1
  funext x
  linear_combination (-(6 * kink a k x ^ 2 - 2) * p x ^ 2) * invWidth_sq ha hk
```

`kink_stable` states both parts of the claim: $Q[p]\ge0$, and $Q[p]=0$ if and only if $p=0$. A zero integral first gives a square that vanishes almost everywhere (`hae`), and continuity turns this into everywhere (`hz`). Then `hq` shows that $p\cosh^2(wx)$ has zero derivative, and a point `y` outside the support fixes the constant to zero.

```lean
/-- Stability of the kink: for `a, k > 0` and every continuously differentiable, compactly
supported `p`, the second variation is nonnegative, and it is zero only for `p = 0`. -/
theorem kink_stable {a k : ℝ} (ha : 0 < a) (hk : 0 < k) {p : ℝ → ℝ}
    (hp : ContDiff ℝ 1 p) (hs : HasCompactSupport p) :
    0 ≤ secondVariation a k p ∧ (secondVariation a k p = 0 ↔ p = 0) := by
  have hsq := secondVariation_eq_square ha hk hp hs
  refine ⟨?_, ?_, ?_⟩
  · rw [hsq]
    exact mul_nonneg hk.le (integral_nonneg fun x => sq_nonneg _)
  · intro h0
    obtain ⟨hd, hc⟩ := contDiff_one_iff_deriv.mp hp
    have hpc := hd.continuous
    have hu := continuous_kink a k
    have hg : Continuous (fun x =>
        (deriv p x + 2 * invWidth a k * kink a k x * p x) ^ 2) := by fun_prop
    rw [hsq] at h0
    have hI := (mul_eq_zero.mp h0).resolve_left hk.ne'
    have hae := (integral_eq_zero_iff_of_nonneg (fun x => sq_nonneg _)
      (integrable_of_vanish hs hg fun x h h' => by simp [h, h'])).mp hI
    have hz := Measure.eq_of_ae_eq hae hg continuous_const
    -- the first-order equation makes `p cosh²` constant
    have hq : ∀ x, HasDerivAt (fun y => p y * Real.cosh (y * invWidth a k) ^ 2) 0 x := by
      intro x
      have hx : HasDerivAt (fun y => y * invWidth a k) (invWidth a k) x :=
        hasDerivAt_mul_const _
      refine ((hd x).hasDerivAt.fun_mul (hasDerivAt_sq hx.cosh)).congr_deriv ?_
      have e1 : deriv p x + 2 * invWidth a k * kink a k x * p x = 0 :=
        pow_eq_zero_iff (two_ne_zero) |>.mp (congrFun hz x)
      have e2 : kink a k x * Real.cosh (x * invWidth a k) = Real.sinh (x * invWidth a k) := by
        rw [kink, Real.tanh_eq_sinh_div_cosh, div_mul_cancel₀ _ (Real.cosh_pos _).ne']
      linear_combination Real.cosh (x * invWidth a k) ^ 2 * e1
        - 2 * invWidth a k * p x * Real.cosh (x * invWidth a k) * e2
    -- compact support fixes the constant to zero
    obtain ⟨y, hy⟩ := (Set.ne_univ_iff_exists_notMem _).mp hs.isCompact.ne_univ
    funext x
    have hxy := is_const_of_deriv_eq_zero (fun z => (hq z).differentiableAt)
      (fun z => (hq z).deriv) x y
    simp only [image_eq_zero_of_notMem_tsupport hy, zero_mul] at hxy
    exact (mul_eq_zero.mp hxy).resolve_right (pow_ne_zero 2 (Real.cosh_pos _).ne')
  · rintro rfl
    simp [secondVariation]
```

## From the quadratic form to the energy

`excessEnergy_eq` is the exact quartic formula for $\Delta E(\varepsilon)$, valid for every real `ε`. It shows that $Q$ arises from the energy itself. Here `hb` is the vanishing of the first variation, $\int(u'p)'\,dx=0$, and `s1`, `s2` and `s3` split the integral by powers of $\varepsilon$.

```lean
/-- For `a, k > 0` and a continuously differentiable, compactly supported `p`, the excess energy is
a polynomial in `ε` of degree at most four, without constant or linear term, whose `ε²` coefficient
is half the second variation. -/
theorem excessEnergy_eq {a k : ℝ} (ha : 0 < a) (hk : 0 < k) {p : ℝ → ℝ}
    (hp : ContDiff ℝ 1 p) (hs : HasCompactSupport p) (ε : ℝ) :
    excessEnergy a k p ε = ε ^ 2 / 2 * secondVariation a k p
      + (ε ^ 3 * a * (∫ x, kink a k x * p x ^ 3) + ε ^ 4 * a / 4 * ∫ x, p x ^ 4) := by
  obtain ⟨hd, hc⟩ := contDiff_one_iff_deriv.mp hp
  have hpc := hd.continuous
  have hu := continuous_kink a k
  have h1 : Integrable (fun x => -2 * invWidth a k ^ 2 * (kink a k x * (1 - kink a k x ^ 2))
      * p x + invWidth a k * (1 - kink a k x ^ 2) * deriv p x) :=
    integrable_of_vanish hs (by fun_prop) fun x h h' => by simp [h, h']
  have h0 : Integrable (fun x => invWidth a k * (1 - kink a k x ^ 2) * p x) :=
    integrable_of_vanish hs (by fun_prop) fun x h h' => by simp [h]
  -- the first variation vanishes
  have hb := integral_eq_zero_of_hasDerivAt_of_integrable
    (fun x => (hasDerivAt_slope a k x).fun_mul (hd x).hasDerivAt) h1 h0
  have h2 : Integrable (fun x => ε ^ 2 / 2 *
      (k * deriv p x ^ 2 + a * (3 * kink a k x ^ 2 - 1) * p x ^ 2)) :=
    integrable_of_vanish hs (by fun_prop) fun x h h' => by simp [h, h']
  have h3 : Integrable (fun x => ε ^ 3 * a * (kink a k x * p x ^ 3)) :=
    integrable_of_vanish hs (by fun_prop) fun x h h' => by simp [h]
  have h4 : Integrable (fun x => ε ^ 4 * a / 4 * p x ^ 4) :=
    integrable_of_vanish hs (by fun_prop) fun x h h' => by simp [h]
  have s1 := integral_add (h1.const_mul (ε * k)) (h2.add (h3.add h4))
  have s2 := integral_add h2 (h3.add h4)
  have s3 := integral_add h3 h4
  simp only [Pi.add_apply] at s1 s2 s3
  rw [s2, s3, integral_const_mul, integral_const_mul, integral_const_mul, integral_const_mul,
    hb, mul_zero, zero_add] at s1
  rw [secondVariation, ← s1, excessEnergy]
  congr 1
  funext x
  have e1 := (hasDerivAt_kink a k x).deriv
  have e2 := ((hasDerivAt_kink a k x).fun_add ((hd x).hasDerivAt.const_mul ε)).deriv
  simp only [energyDensity, e1, e2]
  linear_combination (2 * ε * kink a k x * (1 - kink a k x ^ 2) * p x) * invWidth_sq ha hk
```

In the last theorem, `∀ᶠ ε in 𝓝[≠] (0 : ℝ)` means "for all sufficiently small nonzero $\varepsilon$". The proof considers $\Delta E/\varepsilon^2$ as a polynomial in $\varepsilon$. It is positive at $\varepsilon=0$, remains positive nearby by continuity, and is then multiplied by $\varepsilon^2>0$.

```lean
/-- For `a, k > 0`, every nonzero, continuously differentiable, compactly supported `p` raises
the energy of the kink for all sufficiently small nonzero amplitudes `ε`. -/
theorem excessEnergy_pos {a k : ℝ} (ha : 0 < a) (hk : 0 < k) {p : ℝ → ℝ}
    (hp : ContDiff ℝ 1 p) (hs : HasCompactSupport p) (hne : p ≠ 0) :
    ∀ᶠ ε in 𝓝[≠] (0 : ℝ), 0 < excessEnergy a k p ε := by
  obtain ⟨hnn, hiff⟩ := kink_stable ha hk hp hs
  have hQ : 0 < secondVariation a k p := lt_of_le_of_ne hnn fun h => hne (hiff.mp h.symm)
  have hcont : Continuous (fun ε : ℝ => secondVariation a k p / 2
      + ε * (a * ∫ x, kink a k x * p x ^ 3) + ε ^ 2 * (a / 4 * ∫ x, p x ^ 4)) :=
    (continuous_const.add (continuous_id.mul continuous_const)).add
      ((continuous_id.pow 2).mul continuous_const)
  have hn := (isOpen_lt continuous_const hcont).mem_nhds
    (show (0 : ℝ) ∈ {ε : ℝ | 0 < secondVariation a k p / 2
      + ε * (a * ∫ x, kink a k x * p x ^ 3) + ε ^ 2 * (a / 4 * ∫ x, p x ^ 4)} by
        simpa using hQ)
  filter_upwards [mem_nhdsWithin_of_mem_nhds hn, self_mem_nhdsWithin] with ε h1 h2
  have hε : ε ≠ 0 := h2
  have h3 := mul_pos (show 0 < ε ^ 2 by positivity) h1
  rw [excessEnergy_eq ha hk hp hs]
  refine h3.trans_eq ?_
  ring

end

end KinkStability
```

```lean
#print axioms KinkStability.translation_mode
-- 'KinkStability.translation_mode' depends on axioms: [propext, Classical.choice, Quot.sound]
#print axioms KinkStability.kink_stable
-- 'KinkStability.kink_stable' depends on axioms: [propext, Classical.choice, Quot.sound]
#print axioms KinkStability.excessEnergy_pos
-- 'KinkStability.excessEnergy_pos' depends on axioms: [propext, Classical.choice, Quot.sound]
```

## What this says about an interface

In phase-field simulations with this quartic double well, the tanh profile is a common starting state for a flat interface. The theorems show that, in one dimension and on an infinite line, each fixed, nonzero, continuously differentiable disturbance of compact support costs energy at small nonzero amplitude. They give no common amplitude threshold for all disturbances. To apply the result to a real interface one must also treat disturbances that vary along the interface plane, since here $p$ depends only on the coordinate normal to it.
